# Second moments of like and unlike dipolar spin pairs: ratio 9/4 at equal positive spin and equal nonzero secular coupling

## A neighbour of the same or of another species

In a rigid solid, the dipolar field of a neighbouring nucleus broadens an NMR line. If the neighbour belongs to the same species and has the same Larmor frequency (like spins), the two spins can also exchange energy by flip-flops; if the Larmor frequencies differ by much more than the coupling, as for another species in a strong field (unlike spins), the mismatch suppresses them. How much does this change the mean square width?

Take one pair in a strong field, with $\hbar=1$ and coupling $d$ in angular frequency. The secular Hamiltonians are

$$H_{\rm like}=d(3I_zS_z-\mathbf I\cdot\mathbf S),\qquad H_{\rm unlike}=2d\,I_zS_z .$$

The line is observed through $F=I_x+S_x$ for like spins and $F=I_x$ for unlike spins. At high temperature its second moment about the Larmor frequency is

$$M_2(H,F)=-\frac{\operatorname{tr}([H,F]^2)}{\operatorname{tr}(F^2)} .$$

## Traces of one spin

Let $I_x,I_y,I_z$ be $N\times N$ matrices with $[I_x,I_y]=iI_z$ and its cyclic versions, and $I_x^2+I_y^2+I_z^2=s(s+1)$. A commutator has zero trace, so $\operatorname{tr}I_x=0$. Also

$$i\operatorname{tr}(I_zI_y)=\operatorname{tr}(I_xI_yI_y)-\operatorname{tr}(I_yI_xI_y)=0 .$$

Next,

$$i\operatorname{tr}I_z^2=\operatorname{tr}(I_xI_yI_z)-\operatorname{tr}(I_yI_xI_z),$$
$$i\operatorname{tr}I_x^2=\operatorname{tr}(I_yI_zI_x)-\operatorname{tr}(I_zI_yI_x).$$

The right-hand sides agree by cyclicity. Relabelling the axes makes all three squares equal in trace, and the Casimir relation gives each the value $q_s=Ns(s+1)/3$.

## The two moments

For like spins, $H=d(2I_zS_z-I_xS_x-I_yS_y)$. The $I_xS_x$ term commutes with $F$, and

$$[I_zS_z,F]=i(I_yS_z+I_zS_y),\qquad [I_yS_y,F]=-i(I_zS_y+I_yS_z).$$

Hence $[H,F]=3id(I_yS_z+I_zS_y)$. Traces of Kronecker products factorise and the cross terms vanish, so

$$M_2^{\rm like}=\frac{9d^2\cdot2q_s^2}{2Nq_s}=3d^2s(s+1).$$

For an unlike partner of spin $t$ with $M$ states, let $q_t=Mt(t+1)/3$. Then $[H,F]=2id\,I_yS_z$ and

$$M_2^{\rm unlike}=\frac{4d^2q_sq_t}{Mq_s}=\tfrac43d^2t(t+1).$$

At $t=s>0$ and with the same $d\neq0$ in both Hamiltonians the quotient is $9/4$. The coupling $d$ is proportional to the product of the two gyromagnetic ratios, so replacing the neighbour by another species at the same position in general changes $d$ as well; the factor $9/4$ isolates the effect of the flip-flop terms.

## Average over a powder

Let $\theta$ be the angle between the internuclear vector and the field, and $d(\theta)=d_0(1-3\cos^2\theta)/2$. For like nuclei of gyromagnetic ratio $\gamma$ at distance $r$, $d_0=\mu_0\gamma^2\hbar/(4\pi r^3)$ in SI units, an angular frequency with $\hbar$ restored and $\mu_0$ the vacuum permeability. With $u=\cos\theta$,

$$\frac12\int_{-1}^{1}(1-3u^2)^2\,du=1-2+\frac95=\frac45 .$$

The average of $d^2$ is therefore $d_0^2/5$, and the averaged like-spin moment is $\tfrac35d_0^2s(s+1)$.

## What the Lean statements assume

`IsSpin s X Y Z` collects the commutators and the Casimir relation. The number of states is `Fintype.card n`; it need not be $2s+1$, since several copies of a spin are allowed. `⊗ₖ` is the Kronecker product, and `secondMoment` is the trace quotient above, as a complex number.

`secondMoment_like` and `secondMoment_unlike` also state that $\operatorname{tr}(F^2)\neq0$. The observed spin is assumed to have $s>0$; the partner may have $t=0$.

The secular Hamiltonians and the trace formula are taken as definitions, standing for the strong-field and high-temperature limits. Van Vleck's sums over all neighbours in a crystal are not treated. For an isolated rigid pair with no interaction but the secular dipolar coupling, the values can serve to check a simulated spectrum before any line broadening is applied.

## Spin zero as a counter-example

Without $s>0$, take $1\times1$ zero matrices. They satisfy `IsSpin 0`, but $\operatorname{tr}(F^2)=0$: there is no signal, and the moment is $0/0$. Lean evaluates this as $0$, so the ratio $9/4$ fails too.

## The Lean file

```lean
import Mathlib

open scoped Kronecker

namespace VanVleckSecondMoment

noncomputable section

variable {n m : Type*} [Fintype n] [DecidableEq n] [Fintype m] [DecidableEq m]

/-- Three matrices obey the angular momentum commutation relations (with ħ = 1) and have
total squared angular momentum `s(s+1)`. -/
structure IsSpin (s : ℝ) (X Y Z : Matrix n n ℂ) : Prop where
  xy : X * Y - Y * X = Complex.I • Z
  yz : Y * Z - Z * Y = Complex.I • X
  zx : Z * X - X * Z = Complex.I • Y
  casimir : X * X + Y * Y + Z * Z = ((s : ℂ) * (s + 1)) • (1 : Matrix n n ℂ)

/-- The second moment `-tr([H,F]²)/tr(F²)` of the line observed through `F` under the
Hamiltonian `H`. -/
def secondMoment (H F : Matrix n n ℂ) : ℂ :=
  -Matrix.trace ((H * F - F * H) ^ 2) / Matrix.trace (F ^ 2)

/-- The secular dipolar coupling `d(3IzSz - I·S)` of two like spins. -/
def likeH (d : ℝ) (X Y Z : Matrix n n ℂ) : Matrix (n × n) (n × n) ℂ :=
  (d : ℂ) • ((3 : ℂ) • (Z ⊗ₖ Z) - (X ⊗ₖ X + Y ⊗ₖ Y + Z ⊗ₖ Z))

/-- The secular dipolar coupling `2d IzSz` of two unlike spins. -/
def unlikeH (d : ℝ) (Z : Matrix n n ℂ) (W : Matrix m m ℂ) : Matrix (n × m) (n × m) ℂ :=
  (2 * d : ℂ) • (Z ⊗ₖ W)

/-- The total transverse spin `Ix + Sx` of two like spins. -/
def totalX (X : Matrix n n ℂ) : Matrix (n × n) (n × n) ℂ :=
  X ⊗ₖ (1 : Matrix n n ℂ) + (1 : Matrix n n ℂ) ⊗ₖ X

/-- Cyclic relabelling of the axes turns spin matrices into spin matrices. -/
theorem IsSpin.cycle {s : ℝ} {X Y Z : Matrix n n ℂ} (h : IsSpin s X Y Z) :
    IsSpin s Y Z X :=
  ⟨h.yz, h.zx, h.xy, by rw [← h.casimir]; abel⟩

/-- A spin component is traceless, and the other two components are trace-orthogonal. -/
theorem IsSpin.trace_orthogonal {s : ℝ} {X Y Z : Matrix n n ℂ} (h : IsSpin s X Y Z) :
    Matrix.trace X = 0 ∧ Matrix.trace (Y * Z) = 0 := by
  constructor
  · have h1 : Complex.I * Matrix.trace X = 0 := by
      rw [← smul_eq_mul, ← Matrix.trace_smul, ← h.yz, Matrix.trace_sub,
        Matrix.trace_mul_comm Y Z, sub_self]
    exact (mul_eq_zero.mp h1).resolve_left Complex.I_ne_zero
  · -- insert Z = -i[X,Y] and use cyclicity of the trace
    have h1 : Complex.I * Matrix.trace (Z * Y) = 0 := by
      rw [← smul_eq_mul, ← Matrix.trace_smul, ← Matrix.smul_mul, ← h.xy, sub_mul,
        Matrix.trace_sub, Matrix.trace_mul_cycle X Y Y, sub_self]
    rw [Matrix.trace_mul_comm]
    exact (mul_eq_zero.mp h1).resolve_left Complex.I_ne_zero

/-- The squared spin component has trace `N s(s+1)/3`, with `N` the number of states. -/
theorem IsSpin.trace_sq {s : ℝ} {X Y Z : Matrix n n ℂ} (h : IsSpin s X Y Z) :
    Matrix.trace (X * X) = (Fintype.card n : ℂ) * ((s : ℂ) * (s + 1)) / 3 := by
  -- two squared components have the same trace
  have key : ∀ {A B C : Matrix n n ℂ}, IsSpin s A B C →
      Matrix.trace (C * C) = Matrix.trace (A * A) := by
    intro A B C k
    have h1 : Complex.I * Matrix.trace (C * C)
        = Matrix.trace (A * B * C) - Matrix.trace (B * A * C) := by
      rw [← Matrix.trace_sub, ← sub_mul, k.xy, Matrix.smul_mul, Matrix.trace_smul, smul_eq_mul]
    have h2 : Complex.I * Matrix.trace (A * A)
        = Matrix.trace (B * C * A) - Matrix.trace (C * B * A) := by
      rw [← Matrix.trace_sub, ← sub_mul, k.yz, Matrix.smul_mul, Matrix.trace_smul, smul_eq_mul]
    have h3 := Matrix.trace_mul_cycle B C A
    have h4 := Matrix.trace_mul_cycle B A C
    exact mul_left_cancel₀ Complex.I_ne_zero (by linear_combination h1 - h2 - h3 - h4)
  have hc := congrArg Matrix.trace h.casimir
  simp only [Matrix.trace_add, Matrix.trace_smul, Matrix.trace_one, smul_eq_mul] at hc
  linear_combination (1 / 3 : ℂ) * hc - (1 / 3 : ℂ) * key h + (1 / 3 : ℂ) * key h.cycle

/-- In the commutator of a two-spin product with a one-spin operator, the factor of that spin is
replaced by its commutator with the operator and the other factor is unchanged. -/
theorem kronecker_commutator (A C : Matrix n n ℂ) (B D : Matrix m m ℂ) :
    (A ⊗ₖ B) * (C ⊗ₖ (1 : Matrix m m ℂ)) - (C ⊗ₖ (1 : Matrix m m ℂ)) * (A ⊗ₖ B)
        = (A * C - C * A) ⊗ₖ B ∧
    (A ⊗ₖ B) * ((1 : Matrix n n ℂ) ⊗ₖ D) - ((1 : Matrix n n ℂ) ⊗ₖ D) * (A ⊗ₖ B)
        = A ⊗ₖ (B * D - D * B) := by
  constructor <;>
  · simp only [← Matrix.mul_kronecker_mul, mul_one, one_mul]
    ext ⟨i, k⟩ ⟨j, l⟩
    simp only [Matrix.sub_apply, Matrix.kroneckerMap_apply]
    ring

/-- For like spins, `[d(3IzSz - I·S), Ix + Sx] = 3id(IySz + IzSy)`. -/
theorem like_commutator {s : ℝ} {X Y Z : Matrix n n ℂ} (h : IsSpin s X Y Z) (d : ℝ) :
    likeH d X Y Z * totalX X - totalX X * likeH d X Y Z
      = (3 * d * Complex.I : ℂ) • (Y ⊗ₖ Z + Z ⊗ₖ Y) := by
  have hyx : Y * X - X * Y = (-Complex.I) • Z := by
    rw [neg_smul, ← h.xy, neg_sub]
  have a1 := (kronecker_commutator Z X Z X).1
  have a2 := (kronecker_commutator Z X Z X).2
  have a3 := (kronecker_commutator Y X Y X).1
  have a4 := (kronecker_commutator Y X Y X).2
  have a5 := (kronecker_commutator X X X X).1
  have a6 := (kronecker_commutator X X X X).2
  rw [h.zx, Matrix.smul_kronecker] at a1
  rw [h.zx, Matrix.kronecker_smul] at a2
  rw [hyx, Matrix.smul_kronecker] at a3
  rw [hyx, Matrix.kronecker_smul] at a4
  rw [sub_self, Matrix.zero_kronecker] at a5
  rw [sub_self, Matrix.kronecker_zero] at a6
  unfold likeH totalX
  simp only [Matrix.smul_mul, Matrix.mul_smul, sub_mul, mul_sub, add_mul, mul_add] at *
  linear_combination (norm := module) (2 * d : ℂ) • a1 + (2 * d : ℂ) • a2
    - (d : ℂ) • a3 - (d : ℂ) • a4 - (d : ℂ) • a5 - (d : ℂ) • a6

/-- Like spins with `s > 0`: the signal norm `tr((Ix+Sx)²)` is nonzero and the second moment is
`3d²s(s+1)`. -/
theorem secondMoment_like [Nonempty n] {s : ℝ} {X Y Z : Matrix n n ℂ}
    (h : IsSpin s X Y Z) (hs : 0 < s) (d : ℝ) :
    Matrix.trace (totalX X ^ 2) ≠ 0 ∧
    secondMoment (likeH d X Y Z) (totalX X) = 3 * (d : ℂ) ^ 2 * ((s : ℂ) * (s + 1)) := by
  have hN : (Fintype.card n : ℂ) ≠ 0 := Nat.cast_ne_zero.mpr Fintype.card_ne_zero
  have hs0 : (s : ℂ) ≠ 0 := by exact_mod_cast hs.ne'
  have hs1 : (s : ℂ) + 1 ≠ 0 := by exact_mod_cast (by linarith : (0 : ℝ) < s + 1).ne'
  have hYZ := h.trace_orthogonal.2
  have hZY : Matrix.trace (Z * Y) = 0 := by rw [Matrix.trace_mul_comm, hYZ]
  have hF : Matrix.trace (totalX X ^ 2) = 2 * (Fintype.card n : ℂ) *
      ((Fintype.card n : ℂ) * ((s : ℂ) * (s + 1)) / 3) := by
    unfold totalX
    simp only [pow_two, add_mul, mul_add, Matrix.trace_add, ← Matrix.mul_kronecker_mul,
      Matrix.trace_kronecker, mul_one, one_mul, Matrix.trace_one, h.trace_orthogonal.1,
      h.trace_sq]
    ring
  have hne : Matrix.trace (totalX X ^ 2) ≠ 0 := by
    rw [hF]
    exact mul_ne_zero (mul_ne_zero two_ne_zero hN)
      (div_ne_zero (mul_ne_zero hN (mul_ne_zero hs0 hs1)) three_ne_zero)
  -- the cross terms vanish because Iy and Iz are trace-orthogonal
  have hC : Matrix.trace (((3 * d * Complex.I : ℂ) • (Y ⊗ₖ Z + Z ⊗ₖ Y)) ^ 2)
      = -(18 * (d : ℂ) ^ 2 * ((Fintype.card n : ℂ) * ((s : ℂ) * (s + 1)) / 3) ^ 2) := by
    rw [pow_two, Matrix.smul_mul, Matrix.mul_smul, Matrix.trace_smul, Matrix.trace_smul]
    simp only [add_mul (Y ⊗ₖ Z), mul_add (Y ⊗ₖ Z), mul_add (Z ⊗ₖ Y), Matrix.trace_add,
      ← Matrix.mul_kronecker_mul, Matrix.trace_kronecker, hYZ, hZY, h.cycle.trace_sq,
      h.cycle.cycle.trace_sq, smul_eq_mul]
    linear_combination (18 * (d : ℂ) ^ 2 *
      ((Fintype.card n : ℂ) * ((s : ℂ) * (s + 1)) / 3) ^ 2) * Complex.I_sq
  refine ⟨hne, ?_⟩
  unfold secondMoment
  rw [div_eq_iff hne, like_commutator h, hC, hF]
  ring

/-- Unlike spins `s > 0` (observed) and `t`: the signal norm `tr(Ix²)` is nonzero and the second
moment is `(4/3)d²t(t+1)`. -/
theorem secondMoment_unlike [Nonempty n] [Nonempty m] {s t : ℝ} {X Y Z : Matrix n n ℂ}
    {U V W : Matrix m m ℂ} (h : IsSpin s X Y Z) (k : IsSpin t U V W) (hs : 0 < s) (d : ℝ) :
    Matrix.trace ((X ⊗ₖ (1 : Matrix m m ℂ)) ^ 2) ≠ 0 ∧
    secondMoment (unlikeH d Z W) (X ⊗ₖ (1 : Matrix m m ℂ))
      = 4 / 3 * (d : ℂ) ^ 2 * ((t : ℂ) * (t + 1)) := by
  have hN : (Fintype.card n : ℂ) ≠ 0 := Nat.cast_ne_zero.mpr Fintype.card_ne_zero
  have hM : (Fintype.card m : ℂ) ≠ 0 := Nat.cast_ne_zero.mpr Fintype.card_ne_zero
  have hs0 : (s : ℂ) ≠ 0 := by exact_mod_cast hs.ne'
  have hs1 : (s : ℂ) + 1 ≠ 0 := by exact_mod_cast (by linarith : (0 : ℝ) < s + 1).ne'
  have hF : Matrix.trace ((X ⊗ₖ (1 : Matrix m m ℂ)) ^ 2)
      = (Fintype.card n : ℂ) * ((s : ℂ) * (s + 1)) / 3 * (Fintype.card m : ℂ) := by
    rw [pow_two, ← Matrix.mul_kronecker_mul, Matrix.trace_kronecker, mul_one,
      Matrix.trace_one, h.trace_sq]
  have hne : Matrix.trace ((X ⊗ₖ (1 : Matrix m m ℂ)) ^ 2) ≠ 0 := by
    rw [hF]
    exact mul_ne_zero (div_ne_zero (mul_ne_zero hN (mul_ne_zero hs0 hs1)) three_ne_zero) hM
  -- only the observed spin is rotated: [2d IzSz, Ix] = 2id IySz
  have hC : unlikeH d Z W * (X ⊗ₖ (1 : Matrix m m ℂ)) - (X ⊗ₖ (1 : Matrix m m ℂ)) * unlikeH d Z W
      = (2 * d * Complex.I : ℂ) • (Y ⊗ₖ W) := by
    unfold unlikeH
    rw [Matrix.smul_mul, Matrix.mul_smul, ← smul_sub, (kronecker_commutator Z X W W).1, h.zx,
      Matrix.smul_kronecker, smul_smul]
  refine ⟨hne, ?_⟩
  unfold secondMoment
  rw [div_eq_iff hne, hC, hF, pow_two, Matrix.smul_mul, Matrix.mul_smul, Matrix.trace_smul,
    Matrix.trace_smul, ← Matrix.mul_kronecker_mul, Matrix.trace_kronecker, h.cycle.trace_sq,
    k.cycle.cycle.trace_sq, smul_eq_mul, smul_eq_mul]
  linear_combination (-(4 * (d : ℂ) ^ 2 * ((Fintype.card n : ℂ) * ((s : ℂ) * (s + 1)) / 3) *
    ((Fintype.card m : ℂ) * ((t : ℂ) * (t + 1)) / 3))) * Complex.I_sq

/-- Van Vleck's ratio: at equal positive spin and equal nonzero coupling, the second moments for
like and unlike spins are as 9 to 4. -/
theorem vanVleck_ratio [Nonempty n] {s d : ℝ} {X Y Z : Matrix n n ℂ}
    (h : IsSpin s X Y Z) (hs : 0 < s) (hd : d ≠ 0) :
    secondMoment (likeH d X Y Z) (totalX X) /
      secondMoment (unlikeH d Z Z) (X ⊗ₖ (1 : Matrix n n ℂ)) = 9 / 4 := by
  have hd0 : (d : ℂ) ≠ 0 := by exact_mod_cast hd
  have hs0 : (s : ℂ) ≠ 0 := by exact_mod_cast hs.ne'
  have hs1 : (s : ℂ) + 1 ≠ 0 := by exact_mod_cast (by linarith : (0 : ℝ) < s + 1).ne'
  have hne : 4 / 3 * (d : ℂ) ^ 2 * ((s : ℂ) * (s + 1)) ≠ 0 :=
    mul_ne_zero (mul_ne_zero (by norm_num) (pow_ne_zero 2 hd0)) (mul_ne_zero hs0 hs1)
  rw [(secondMoment_like h hs d).2, (secondMoment_unlike h h hs d).2, div_eq_iff hne]
  ring

/-- Powder of like pairs with `s > 0` and coupling `d₀(1 - 3cos²θ)/2`: the signal norm is nonzero
and the second moment averaged over the sphere is `(3/5)d₀²s(s+1)`. -/
theorem powder_secondMoment [Nonempty n] {s : ℝ} {X Y Z : Matrix n n ℂ}
    (h : IsSpin s X Y Z) (hs : 0 < s) (d₀ : ℝ) :
    Matrix.trace (totalX X ^ 2) ≠ 0 ∧
    (1 / 2 : ℂ) * ∫ θ in (0 : ℝ)..Real.pi,
      secondMoment (likeH (d₀ * (1 - 3 * Real.cos θ ^ 2) / 2) X Y Z) (totalX X)
        * (Real.sin θ : ℂ) = 3 / 5 * (d₀ : ℂ) ^ 2 * ((s : ℂ) * (s + 1)) := by
  refine ⟨(secondMoment_like h hs d₀).1, ?_⟩
  have hM : ∀ θ : ℝ,
      secondMoment (likeH (d₀ * (1 - 3 * Real.cos θ ^ 2) / 2) X Y Z) (totalX X)
        * (Real.sin θ : ℂ)
      = ((3 * s * (s + 1) * (d₀ * (1 - 3 * Real.cos θ ^ 2) / 2) ^ 2 * Real.sin θ : ℝ) : ℂ) := by
    intro θ
    rw [(secondMoment_like h hs _).2]
    push_cast
    ring
  -- an explicit antiderivative in powers of cos θ
  have hD : ∀ θ ∈ Set.uIcc (0 : ℝ) Real.pi, HasDerivAt
      (fun θ : ℝ => -(3 * s * (s + 1) * d₀ ^ 2 / 4) *
        (Real.cos θ - 2 * Real.cos θ ^ 3 + 9 / 5 * Real.cos θ ^ 5))
      (3 * s * (s + 1) * (d₀ * (1 - 3 * Real.cos θ ^ 2) / 2) ^ 2 * Real.sin θ) θ := by
    intro θ _
    have hc := Real.hasDerivAt_cos θ
    have h1 := ((hc.fun_sub ((hc.fun_pow 3).const_mul 2)).fun_add
      ((hc.fun_pow 5).const_mul (9 / 5))).const_mul (-(3 * s * (s + 1) * d₀ ^ 2 / 4))
    refine h1.congr_deriv ?_
    simp only [Nat.reduceSub, Nat.cast_ofNat]
    ring
  have hI := intervalIntegral.integral_eq_sub_of_hasDerivAt hD
    (Continuous.intervalIntegrable (by fun_prop) _ _)
  simp only [hM]
  rw [intervalIntegral.integral_ofReal, hI]
  simp only [Real.cos_pi, Real.cos_zero]
  push_cast
  ring

/-- The halved Pauli matrices are spin matrices with `s = 1/2`. -/
theorem isSpin_witness : IsSpin (1 / 2) !![(0 : ℂ), 1 / 2; 1 / 2, 0]
    !![0, -Complex.I / 2; Complex.I / 2, 0] !![1 / 2, 0; 0, -1 / 2] := by
  constructor <;> ext i j <;> fin_cases i <;> fin_cases j <;>
    simp <;> (try ring_nf) <;>
    (try simp only [Complex.I_sq]) <;> (try norm_num)

end

end VanVleckSecondMoment
```

```lean
#print axioms VanVleckSecondMoment.vanVleck_ratio
-- 'VanVleckSecondMoment.vanVleck_ratio' depends on axioms: [propext, Classical.choice, Quot.sound]
#print axioms VanVleckSecondMoment.powder_secondMoment
-- 'VanVleckSecondMoment.powder_secondMoment' depends on axioms: [propext, Classical.choice, Quot.sound]
```

## How the proof follows the calculation

`IsSpin.cycle` relabels the axes, so each trace fact is proved for one component only. `IsSpin.trace_orthogonal` and `IsSpin.trace_sq` are the one-spin calculation, with `Matrix.trace_mul_cycle` supplying cyclicity.

`kronecker_commutator` reduces a two-spin commutator to a one-spin one. `like_commutator` applies it six times, for three products and two terms of $F$, and `linear_combination` adds the results with weights $2d$, $-d$ and $-d$.

In both moment theorems, `hF` computes the denominator and `hne` shows that it is nonzero, which lets `div_eq_iff` clear the fraction. `vanVleck_ratio` divides the two values.

`powder_secondMoment` differentiates an explicit antiderivative, proportional to $\cos\theta-2\cos^3\theta+\tfrac95\cos^5\theta$, and evaluates it at $0$ and $\pi$. `isSpin_witness` checks that the halved Pauli matrices satisfy the hypotheses with $s=1/2$.
